# Cold smearing has a unique Fermi level for finitely many levels and electron number 0 < ν ≤ 1

An electronic-structure code with smeared occupations has one-particle levels e_i, a smearing width σ and an occupation function F. It fixes the chemical potential μ by requiring that the electron count

N(μ) = Σ_i F((μ − e_i)/σ)

equal a prescribed electron number ν. With Fermi–Dirac occupations N is strictly increasing and a root is unique. The cold-smearing F overshoots one and then comes back down, so N need not be monotonic. A root search could then return different values of μ, and different occupations, from different starting brackets. For finitely many fixed levels of unit weight and 0 < ν ≤ 1 this does not happen: the equation N(μ) = ν has exactly one real solution, and it lies below e_i + √2σ for every i.

## Kernel, occupation and electron count

```lean
import Mathlib

open Real Set Filter Topology MeasureTheory

namespace ColdSmearingFermiLevel

noncomputable section
```

These lines load Mathlib and make short names such as `exp`, `π` and `Iio` available. All numbers below are real.

```lean
/-- The cold-smearing kernel `d(t) = (2 - √2 t) exp(-(t - 1/√2)²) / √π`. -/
def kernel (t : ℝ) : ℝ := (2 - √2 * t) * exp (-(t - 1 / √2) ^ 2) / √π
```

`def` introduces a definition, and `(t : ℝ) : ℝ` says that a real number goes in and a real number comes out. The kernel is the smeared delta function

d(t) = (2 − √2 t) exp(−(t − 1/√2)²) / √π.

The shift 1/√2 and the linear prefactor give d unit area and vanishing first and second moments, which suppresses the low-order dependence of smeared averages on σ. Only the unit area is used below. The price is that d is negative for t > √2.

```lean
/-- The function `(exp(-u²) - √2 u exp(-u²)) / √π` of the centred variable `u`. -/
def centredKernel (u : ℝ) : ℝ := (exp (-1 * u ^ 2) - √2 * (u * exp (-1 * u ^ 2))) / √π
```

In the centred variable u = t − 1/√2 the same function is a Gaussian minus an odd term:

c(u) = (exp(−u²) − √2 u exp(−u²)) / √π.

The exponent is written `-1 * u ^ 2` to match the form exp(−b u²) of Mathlib's Gaussian lemmas at b = 1.

```lean
/-- The cold-smearing occupation `F(x)`, the integral of the kernel over `t < x`. -/
def occ (x : ℝ) : ℝ := ∫ t in Iio x, kernel t
```

`Iio x` is the half-line t < x, so `occ` is

F(x) = ∫_{t<x} d(t) dt,

taken as a Lebesgue integral. Lean assigns the value zero to the integral of a non-integrable function, so F has its intended meaning only once d is shown to be integrable.

```lean
/-- The electron number `∑ i, f((μ - e i)/σ)` for occupation function `f`, smearing width `σ`,
levels `e` and chemical potential `μ`. -/
def electronCount {ι : Type*} [Fintype ι] (f : ℝ → ℝ) (σ : ℝ) (e : ι → ℝ) (μ : ℝ) : ℝ :=
  ∑ i, f ((μ - e i) / σ)
```

The levels are a function `e : ι → ℝ` on a finite index type ι, with `e i` for e_i. Values may repeat, so degenerate levels are allowed. The sum is N(μ) for an arbitrary occupation function f. The argument (μ − e_i)/σ is positive for a level below μ, every level has weight one, and a full level holds one electron. The width σ is an energy that plays the part of k_B T. The levels do not depend on μ or on the occupations, so the model describes non-interacting electrons, or the occupation step inside one self-consistency iteration.

## The shape of the occupation function

```lean
/-- The kernel at `t` equals the centred form at `u = t - 1/√2`. -/
theorem kernel_eq (t : ℝ) : kernel t = centredKernel (t - 1 / √2) := by
  have h : √2 * (1 / √2) = 1 := mul_one_div_cancel (by positivity)
  simp only [kernel, centredKernel, neg_mul, one_mul]
  congr 1
  linear_combination (-exp (-(t - 1 / √2) ^ 2)) * h
```

In words, d(t) = c(t − 1/√2). Since √2 · (1/√2) = 1,

1 − √2 (t − 1/√2) = 2 − √2 t.

That product is `h`. After `congr 1` removes the common denominator, `linear_combination` checks that the numerators differ by a multiple of `h`.

```lean
/-- The kernel is integrable over the real line. -/
theorem kernel_integrable : Integrable kernel := by
  have h1 := integrable_exp_neg_mul_sq (b := 1) one_pos
  have h2 := integrable_mul_exp_neg_mul_sq (b := 1) one_pos
  have hc : Integrable centredKernel := (h1.sub (h2.const_mul √2)).div_const √π
  exact (hc.comp_sub_right (1 / √2)).congr (ae_of_all _ fun t => (kernel_eq t).symm)
```

Both exp(−u²) and u exp(−u²) are absolutely integrable (`h1`, `h2`). Hence so is their combination c (`hc`), and a shift of the argument preserves this.

```lean
/-- The change of the occupation between `a` and `b` is the integral of the kernel
from `a` to `b`. -/
theorem occ_sub (a b : ℝ) : occ b - occ a = ∫ t in a..b, kernel t := by
  simp only [occ, ← integral_Iic_eq_integral_Iio]
  exact intervalIntegral.integral_Iic_sub_Iic kernel_integrable.integrableOn
    kernel_integrable.integrableOn
```

The notation `∫ t in a..b, kernel t` is the oriented integral, so for all real a and b

F(b) − F(a) = ∫_a^b d(t) dt.

An endpoint has measure zero, so t < x may be replaced by t ≤ x, which is `Iic x`, and the two half-line integrals are subtracted.

```lean
/-- The occupation is strictly increasing on `x ≤ √2`. -/
theorem occ_strictMonoOn : StrictMonoOn occ (Iic √2) := by
  intro a _ b hb hab
  have hb' : b ≤ √2 := hb
  have hs : √2 * √2 = 2 := mul_self_sqrt (by norm_num)
  have hs0 : 0 < √2 := by positivity
  have hpos : 0 < ∫ t in a..b, kernel t := by
    refine intervalIntegral.intervalIntegral_pos_of_pos_on
      kernel_integrable.intervalIntegrable (fun t ht => ?_) hab
    have h : 0 < √2 * (√2 - t) := mul_pos hs0 (by linarith [ht.2])
    exact div_pos (mul_pos (by linarith) (exp_pos _)) (sqrt_pos.2 pi_pos)
  linarith [occ_sub a b]
```

`StrictMonoOn occ (Iic √2)` says that a < b ≤ √2 implies F(a) < F(b). For a < t < b one has

2 − √2 t = √2 (√2 − t) > 0,

so d is positive on the open interval and its integral `hpos` is positive. The last `linarith`, a tactic for linear inequalities, combines this with `occ_sub`.

```lean
/-- The occupation is continuous and tends to zero at minus infinity. -/
theorem occ_continuous_tendsto : Continuous occ ∧ Tendsto occ atBot (𝓝 0) := by
  constructor
  · have h : occ = fun x => occ 0 + ∫ t in (0 : ℝ)..x, kernel t := by
      funext x
      linarith [occ_sub 0 x]
    rw [h]
    exact continuous_const.add (intervalIntegral.continuous_primitive
      (fun _ _ => kernel_integrable.intervalIntegrable) 0)
  · have h1 : Tendsto (fun x : ℝ => ∫ t in x..0, kernel t) atBot
        (𝓝 (∫ t in Iic (0 : ℝ), kernel t)) :=
      intervalIntegral_tendsto_integral_Iic 0 kernel_integrable.integrableOn tendsto_id
    rw [integral_Iic_eq_integral_Iio] at h1
    have h2 : Tendsto (fun x : ℝ => occ 0 - ∫ t in x..0, kernel t) atBot
        (𝓝 (occ 0 - occ 0)) := tendsto_const_nhds.sub h1
    rw [sub_self] at h2
    exact h2.congr fun x => by linarith [occ_sub x 0]
```

The symbol `∧` joins two claims, and `Tendsto occ atBot (𝓝 0)` reads F(x) → 0 as x → −∞. Continuity follows from F(x) = F(0) + ∫_0^x d, a primitive of an integrable function. For the limit,

F(x) = F(0) − ∫_x^0 d(t) dt → F(0) − F(0) = 0,

where `h1` is the convergence of ∫_x^0 d to the half-line integral F(0).

```lean
/-- The occupation exceeds one for `x ≥ √2`. -/
theorem one_lt_occ {x : ℝ} (hx : √2 ≤ x) : 1 < occ x := by
  have hs : √2 * √2 = 2 := mul_self_sqrt (by norm_num)
  have hs0 : 0 < √2 := by positivity
  have hneg : ∀ t, x < t → kernel t < 0 := fun t ht => by
    have h : 0 < √2 * (t - √2) := mul_pos hs0 (by linarith)
    exact div_neg_of_neg_of_pos (mul_neg_of_neg_of_pos (by linarith) (exp_pos _))
      (sqrt_pos.2 pi_pos)
  -- normalisation: the odd part integrates to zero, the Gaussian to √π
  have hodd : ∫ u : ℝ, u * exp (-1 * u ^ 2) = 0 := by
    have h := integral_neg_eq_self (fun u : ℝ => u * exp (-1 * u ^ 2)) volume
    simp only [neg_sq, neg_mul, integral_neg] at h ⊢
    linarith
  have hone : ∫ t, kernel t = 1 := by
    calc ∫ t, kernel t = ∫ t, centredKernel (t - 1 / √2) := by simp only [kernel_eq]
      _ = ∫ u, centredKernel u := integral_sub_right_eq_self centredKernel _
      _ = 1 := by
        unfold centredKernel
        rw [integral_div, integral_sub (integrable_exp_neg_mul_sq one_pos)
          ((integrable_mul_exp_neg_mul_sq one_pos).const_mul _), integral_const_mul, hodd,
          integral_gaussian, div_one, mul_zero, sub_zero, div_self (sqrt_pos.2 pi_pos).ne']
  -- the tail beyond x + 1 is nonpositive, the piece from x to x + 1 is negative
  have hsplit := integral_add_compl (s := Iic (x + 1)) measurableSet_Iic kernel_integrable
  rw [compl_Iic, integral_Iic_eq_integral_Iio] at hsplit
  have htail : ∫ t in Ioi (x + 1), kernel t ≤ 0 :=
    setIntegral_nonpos measurableSet_Ioi fun t ht =>
      (hneg t (by linarith [mem_Ioi.1 ht])).le
  have hmid : 0 < ∫ t in x..(x + 1), -kernel t :=
    intervalIntegral.intervalIntegral_pos_of_pos_on kernel_integrable.neg.intervalIntegrable
      (fun t ht => neg_pos.2 (hneg t ht.1)) (by linarith)
  rw [intervalIntegral.integral_neg] at hmid
  have hocc : occ (x + 1) = ∫ t in Iio (x + 1), kernel t := rfl
  linarith [occ_sub x (x + 1)]
```

For x ≥ √2 the occupation satisfies F(x) > 1. First, d(t) < 0 for t > x (`hneg`), since 2 − √2 t = −√2 (t − √2). Next comes the normalisation. The substitution u → −u gives ∫ u exp(−u²) du = 0 (`hodd`), so

∫ d(t) dt = ∫ c(u) du = (√π − √2 · 0) / √π = 1,

which is the `calc` chain of equalities in `hone`. Cutting the line at x + 1 (`hsplit`, `htail`) gives

F(x + 1) = 1 − ∫_{t>x+1} d(t) dt ≥ 1,

and on the finite interval (`hmid`)

F(x + 1) − F(x) = ∫_x^{x+1} d(t) dt < 0.

Together these give F(x) > F(x + 1) ≥ 1.

## Any occupation that rises to a threshold and stays above ν

```lean
/-- If an occupation function vanishes at minus infinity, is nondecreasing up to `a` and exceeds `ν
> 0` from `a` on, then for width `σ > 0` the electron number exceeds `ν` once `μ ≥ e i + a σ` for
some level. -/
theorem lt_electronCount {ι : Type*} [Fintype ι] {f : ℝ → ℝ} {a ν σ : ℝ} (hσ : 0 < σ)
    (hν : 0 < ν) (hm : MonotoneOn f (Iic a)) (h0 : Tendsto f atBot (𝓝 0))
    (ht : ∀ x, a ≤ x → ν < f x) (e : ι → ℝ) {μ : ℝ} (i : ι) (hi : e i + a * σ ≤ μ) :
    ν < electronCount f σ e μ := by
  have hnn : ∀ x, 0 ≤ f x := by
    intro x
    rcases le_total x a with h | h
    · refine le_of_tendsto h0 ?_
      filter_upwards [eventually_le_atBot x] with y hy
      exact hm (mem_Iic.2 (hy.trans h)) (mem_Iic.2 h) hy
    · exact (hν.trans (ht x h)).le
  calc ν < f ((μ - e i) / σ) := ht _ ((le_div_iff₀ hσ).2 (by linarith))
    _ ≤ electronCount f σ e μ :=
      Finset.single_le_sum (f := fun j => f ((μ - e j) / σ)) (fun j _ => hnn _)
        (Finset.mem_univ i)
```

Here f is any function, a is a threshold, and N is built from f. The named hypotheses are σ > 0, ν > 0, f nondecreasing on x ≤ a (`hm`), f → 0 at −∞ (`h0`), and f(x) > ν for x ≥ a (`ht`). The conclusion is N(μ) > ν whenever μ ≥ e_i + aσ for one level i.

Such an f is nonnegative (`hnn`). For x ≤ a one has f(y) ≤ f(x) for all y ≤ x, and y → −∞ gives 0 ≤ f(x). For x ≥ a one has f(x) > ν > 0. Since (μ − e_i)/σ ≥ a,

ν < f((μ − e_i)/σ) ≤ N(μ),

where `Finset.single_le_sum` discards the other, nonnegative, terms.

```lean
/-- For a continuous occupation function that vanishes at minus infinity, is strictly increasing up
to `a` and exceeds `ν > 0` from `a` on, a width `σ > 0` and a finite nonempty family of levels,
exactly one chemical potential gives `ν` electrons. -/
theorem existsUnique_of_shape {ι : Type*} [Fintype ι] [Nonempty ι] {f : ℝ → ℝ} {a ν σ : ℝ}
    (hσ : 0 < σ) (hν : 0 < ν) (hc : Continuous f) (hm : StrictMonoOn f (Iic a))
    (h0 : Tendsto f atBot (𝓝 0)) (ht : ∀ x, a ≤ x → ν < f x) (e : ι → ℝ) :
    ∃! μ, electronCount f σ e μ = ν := by
  have hcont : Continuous (electronCount f σ e) :=
    continuous_finsetSum _ fun i _ => hc.comp (by fun_prop)
  have hlim : Tendsto (electronCount f σ e) atBot (𝓝 (∑ _i : ι, (0 : ℝ))) := by
    refine tendsto_finsetSum _ fun i _ => h0.comp ?_
    simpa only [sub_eq_add_neg, id] using
      Tendsto.atBot_div_const hσ (tendsto_atBot_add_const_right _ (-e i) tendsto_id)
  rw [Finset.sum_const_zero] at hlim
  -- existence: the count is below ν far to the left and above ν at e i + a σ
  obtain ⟨μ₀, hμ₀⟩ := (hlim.eventually_lt_const hν).exists
  obtain ⟨i₀⟩ := ‹Nonempty ι›
  have hup := lt_electronCount hσ hν hm.monotoneOn h0 ht e i₀ le_rfl
  obtain ⟨μ, hμ⟩ := intermediate_value_univ μ₀ (e i₀ + a * σ) hcont ⟨hμ₀.le, hup.le⟩
  -- uniqueness: left of a solution every level lies on the rising branch
  have key : ∀ x y, x < y → electronCount f σ e y = ν → electronCount f σ e x < ν := by
    intro x y hxy hy
    refine lt_of_lt_of_eq ?_ hy
    refine Finset.sum_lt_sum_of_nonempty Finset.univ_nonempty fun i _ => ?_
    have hyi : y < e i + a * σ := by
      by_contra h
      exact (lt_electronCount hσ hν hm.monotoneOn h0 ht e i (not_lt.1 h)).ne' hy
    exact hm (mem_Iic.2 ((div_le_iff₀ hσ).2 (by linarith)))
      (mem_Iic.2 ((div_le_iff₀ hσ).2 (by linarith)))
      (div_lt_div_of_pos_right (by linarith) hσ)
  refine ⟨μ, hμ, fun y hy => ?_⟩
  rcases lt_trichotomy y μ with h | h | h
  · exact absurd hy (key y μ h hμ).ne
  · exact h
  · exact absurd hμ (key μ y h hy).ne
```

The symbol `∃!` reads "there is exactly one". The function f is now continuous and strictly increasing up to a, and `Nonempty ι` demands at least one level, since an empty sum is zero and never equals ν.

For existence, N is continuous (`hcont`) and tends to zero as μ → −∞ (`hlim`), so N(μ₀) < ν at some μ₀. For any level i₀ the previous lemma gives N(e_{i₀} + aσ) > ν (`hup`). The intermediate value theorem, `intermediate_value_univ`, supplies μ with N(μ) = ν.

For uniqueness, let N(y) = ν and x < y. The previous lemma forces y < e_i + aσ for every i (`hyi`). Then

(x − e_i)/σ < (y − e_i)/σ < a,

both arguments lie where f rises strictly, and summing over i gives N(x) < N(y) = ν. This is `key`. Of two distinct solutions the smaller would have a count below ν, and `lt_trichotomy` runs through the three orderings.

## The Fermi level for cold smearing

```lean
/-- With cold smearing of width `σ > 0`, a finite nonempty family of levels and electron number `0 <
ν ≤ 1`, the Fermi level exists, is unique, and lies below `e i + √2 σ` for every level. -/
theorem fermi_level {ι : Type*} [Fintype ι] [Nonempty ι] {ν σ : ℝ} (hσ : 0 < σ)
    (hν : 0 < ν) (hν1 : ν ≤ 1) (e : ι → ℝ) :
    (∃! μ, electronCount occ σ e μ = ν) ∧
      ∀ μ, electronCount occ σ e μ = ν → ∀ i, μ < e i + √2 * σ := by
  have ht : ∀ x, √2 ≤ x → ν < occ x := fun x hx => hν1.trans_lt (one_lt_occ hx)
  refine ⟨existsUnique_of_shape hσ hν occ_continuous_tendsto.1 occ_strictMonoOn
    occ_continuous_tendsto.2 ht e, fun μ hμ i => ?_⟩
  by_contra h
  exact (lt_electronCount hσ hν occ_strictMonoOn.monotoneOn occ_continuous_tendsto.2 ht e i
    (not_lt.1 h)).ne' hμ
```

For σ > 0, 0 < ν ≤ 1 and any finite nonempty family of levels, N(μ) = ν has exactly one solution, and any solution obeys μ < e_i + √2σ for all i. The proof sets f = F and a = √2. The bound on ν enters only in `ht`, through ν ≤ 1 < F(x) for x ≥ √2. Physically ν ≤ 1 means that the whole system, however many levels it has, holds no more electrons than one full level does. The bound on μ follows by contradiction from `lt_electronCount`. It places μ near or below the lowest level, even when a wide gap separates that level from the next.

```lean
/-- For any finite nonempty family of levels, the one-electron condition
`∑ i, F(μ - e i) = 1` has exactly one real solution `μ`. -/
theorem one_electron_fermi_level {ι : Type*} [Fintype ι] [Nonempty ι] (e : ι → ℝ) :
    ∃! μ : ℝ, ∑ i, occ (μ - e i) = 1 := by
  simpa only [electronCount, div_one] using (fermi_level one_pos one_pos le_rfl e).1

end

end ColdSmearingFermiLevel
```

```lean
#print axioms ColdSmearingFermiLevel.fermi_level
-- 'ColdSmearingFermiLevel.fermi_level' depends on axioms: [propext, Classical.choice, Quot.sound]
#print axioms ColdSmearingFermiLevel.one_electron_fermi_level
-- 'ColdSmearingFermiLevel.one_electron_fermi_level' depends on axioms: [propext, Classical.choice, Quot.sound]
```

Taking ν = 1 and measuring energies in units of the width, so that σ = 1, gives exactly one real μ with

Σ_i F(μ − e_i) = 1.

For non-interacting, spin-degenerate levels counted once with a factor two, the same equation describes two electrons. The theorem `fermi_level` makes no statement for ν > 1.

## A single level, and weighted levels

The numbers and the variant that follow are ordinary estimates and are not among the theorems above. In closed form, with u = x − 1/√2 and erf the error function,

F(x) = 1/2 + erf(u)/2 + exp(−u²)/√(2π).

For one level e and ν = 1 the solution is μ ≈ e + 0.92σ, below e + √2σ, whereas a Fermi–Dirac occupation never reaches one at finite μ. The maximum is F(√2) ≈ 1.083, and for ν strictly between 1 and this value one level would have two solutions, one on each side of e + √2σ.

A Brillouin-zone sum would more naturally carry weights w_i > 0, with N(μ) = Σ_i w_i F((μ − e_i)/σ). A single level past the threshold then contributes more than w_i rather than more than one. It is enough to apply this to the lowest level, since μ < e_min + √2σ puts every level on the rising branch, so the argument carries over when ν does not exceed the total weight of the levels at the lowest energy e_min. On a uniform mesh of M k-points with w_i = 1/M and a non-degenerate lowest level this means at most one electron in the M-cell supercell, which for large M is far below the filling of an ordinary metal.
